# The adjugate of a singular overlap matrix: zero at nullity two or more, an outer product at nullity one

Take two electrons and two Slater determinants, one built from spin orbitals $\varphi_1,\varphi_2$ and the other from $\psi_1,\psi_2$. With $S_{ij}=\langle\varphi_i|\psi_j\rangle$ and $h_{ij}=\langle\varphi_i|h|\psi_j\rangle$, the matrix element of a one-electron operator between them is

$$h_{11}S_{22}-h_{12}S_{21}-h_{21}S_{12}+h_{22}S_{11}=\operatorname{tr}(\operatorname{adj}(S)\,h),\qquad \operatorname{adj}S=\begin{pmatrix}S_{22}&-S_{12}\\-S_{21}&S_{11}\end{pmatrix}.$$

If all four overlaps equal the same $s\neq0$, then $S$ is singular, but the adjugate survives:

$$\operatorname{adj}S=s\begin{pmatrix}1&-1\\-1&1\end{pmatrix}=s\,xx^T,\qquad x=\begin{pmatrix}1\\-1\end{pmatrix},\qquad Sx=0.$$

It is built from the null vector. Only $S=0$, of rank $0$, makes it vanish.

For a complex $n\times n$ matrix $S$ with $n\ge2$, the general claim is that $\operatorname{adj}S=0$ exactly when $\operatorname{rank}S\le n-2$. If $\operatorname{rank}S=n-1$, then $\operatorname{adj}S=xy^T$ with nonzero $x,y$ satisfying $Sx=0$ and $y^TS=0$.

## From null vectors to cofactors

The entry $(\operatorname{adj}S)_{ij}$ is the determinant of the matrix $R$ obtained from $S$ by replacing row $j$ with the unit row $e_i^T$. For any vector $v$,

$$(Rv)_j=v_i,\qquad (Rv)_k=(Sv)_k\quad(k\ne j).$$

**Nullity at least two.** Choose independent null vectors $u,w$ of $S$. If $u_i=0$, put $v=u$; otherwise put $v=w_iu-u_iw$. Then $v\neq0$, $Sv=0$ and $v_i=0$, so $Rv=0$ and $\det R=0$. This holds for all $i,j$, hence $\operatorname{adj}S=0$.

**Nullity one.** Let $x$ and $y$ be nonzero right and left null vectors, and choose $i,j$ with $x_i\ne0$ and $y_j\ne0$. Suppose $Rv=0$. Then $v_i=0$, and $(Sv)_k=0$ for $k\ne j$. Since $y^TS=0$,

$$0=y^TSv=y_j(Sv)_j,$$

so $Sv=0$. Therefore $v=cx$ for some number $c$, and $cx_i=v_i=0$ gives $c=0$ and $v=0$. Thus $\det R\neq0$: this entry of the adjugate is nonzero.

Because $\det S=0$, we have $S\operatorname{adj}S=\operatorname{adj}S\,S=0$. Each column of the adjugate is a multiple of $x$, and each row is a multiple of $y^T$:

$$(\operatorname{adj}S)_{ij}=b_jx_i=a_iy_j.$$

Choose $p$ with $x_p\ne0$. Setting $i=p$ gives $b_j=a_py_j/x_p$, so $\operatorname{adj}S=(a_p/x_p)\,xy^T$. The factor is nonzero because some entry is, and it can be absorbed into $x$.

**The equivalence.** If $\operatorname{adj}S=0$ and $n\ge1$, then $(\det S)I=S\operatorname{adj}S=0$, so $S$ is singular. Nullity one would give a nonzero outer product, which leaves nullity at least two.

**Hermitian matrices.** If $S=S^\dagger$ has nullity one, $Sx=0$ and $x^\dagger x=1$, then $x^\dagger S=(Sx)^\dagger=0$, so $\operatorname{adj}S=c\,xx^\dagger$ with $c\neq0$. Taking the trace gives $c=\operatorname{tr}(\operatorname{adj}S)$.

## The formal development

In Lean, `n` is the finite set of orbital labels, and the number of orbitals is `Fintype.card n`. An overlap matrix is any `S : Matrix n n ℂ`; neither Hermiticity nor an origin in orbital integrals is assumed unless stated.

```lean
import Mathlib

open Matrix

namespace SingularOverlap

variable {n : Type*} [Fintype n]
```

The first lemma is rank plus nullity equals the number of orbitals. The null space is the kernel of `S.mulVecLin`, the linear map $v\mapsto Sv$.

```lean
/-- The rank of an overlap matrix and the dimension of its null space add up to the number
of orbitals. -/
theorem rank_add_nullity (S : Matrix n n ℂ) :
    S.rank + Module.finrank ℂ (LinearMap.ker S.mulVecLin) = Fintype.card n := by
  have h := LinearMap.finrank_range_add_finrank_ker S.mulVecLin
  rw [Module.finrank_fintype_fun_eq_card] at h
  exact h
```

At rank $n-1$ the kernel has dimension one, so a nonzero null vector spans it. The lemma turns this into an explicit scalar `c`.

```lean
/-- If the rank is one less than the number of orbitals, every null vector of the overlap
matrix is a multiple of any given nonzero null vector. -/
theorem null_vector_unique {S : Matrix n n ℂ} (hr : S.rank + 1 = Fintype.card n)
    {x v : n → ℂ} (hx0 : x ≠ 0) (hx : S *ᵥ x = 0) (hv : S *ᵥ v = 0) :
    ∃ c : ℂ, v = c • x := by
  have hk : Module.finrank ℂ (LinearMap.ker S.mulVecLin) = 1 := by
    have := rank_add_nullity S
    omega
  have hx' : (⟨x, LinearMap.mem_ker.mpr hx⟩ : LinearMap.ker S.mulVecLin) ≠ 0 :=
    fun h => hx0 (congrArg Subtype.val h)
  obtain ⟨c, hc⟩ :=
    (finrank_eq_one_iff_of_nonzero' _ hx').mp hk ⟨v, LinearMap.mem_ker.mpr hv⟩
  exact ⟨c, (congrArg Subtype.val hc).symm⟩
```

Next comes the row replacement. `Pi.single i 1` is the unit row $e_i^T$, and `Function.update` changes component `j` of $Sv$ to $v_i$. The proof treats component `j` and the others separately.

```lean
variable [DecidableEq n]

/-- Replacing row `j` of `S` by the unit row that reads off component `i` replaces
component `j` of `S v` by `v i`. -/
theorem updateRow_mulVec_eq (S : Matrix n n ℂ) (i j : n) (v : n → ℂ) :
    S.updateRow j (Pi.single i 1) *ᵥ v = Function.update (S *ᵥ v) j (v i) := by
  ext k
  by_cases h : k = j
  · rw [h]
    show (S.updateRow j (Pi.single i 1)) j ⬝ᵥ v = _
    simp
  · show (S.updateRow j (Pi.single i 1)) k ⬝ᵥ v = _
    rw [Matrix.updateRow_ne h, Function.update_of_ne h]
    rfl
```

For nullity at least two, the map `f` reads component `i` of a null vector. This map is linear, and an injective linear map into ℂ would force the kernel to have dimension at most one. Hence two different null vectors `a` and `b` share that component, and their difference plays the role of $v$ above.

```lean
/-- If the rank of the overlap matrix is at least two below the number of orbitals, all its
cofactors vanish. -/
theorem adjugate_eq_zero_of_rank {S : Matrix n n ℂ} (hr : S.rank + 2 ≤ Fintype.card n) :
    S.adjugate = 0 := by
  ext i j
  rw [Matrix.adjugate_apply, Matrix.zero_apply, ← Matrix.exists_mulVec_eq_zero_iff]
  have hk := rank_add_nullity S
  -- reading off component `i` cannot be injective on a null space of dimension two or more
  let f : LinearMap.ker S.mulVecLin →ₗ[ℂ] ℂ :=
    (LinearMap.proj i : (n → ℂ) →ₗ[ℂ] ℂ).comp (LinearMap.ker S.mulVecLin).subtype
  have hf : ¬ Function.Injective f := by
    intro hinj
    have hle := LinearMap.finrank_le_finrank_of_injective hinj
    rw [Module.finrank_self] at hle
    omega
  obtain ⟨a, b, hab, hne⟩ := Function.not_injective_iff.mp hf
  have ha : S *ᵥ (a : n → ℂ) = 0 := LinearMap.mem_ker.mp a.2
  have hb : S *ᵥ (b : n → ℂ) = 0 := LinearMap.mem_ker.mp b.2
  have hi : (a : n → ℂ) i = (b : n → ℂ) i := hab
  have h0 : ((a : n → ℂ) - (b : n → ℂ)) i = 0 := by rw [Pi.sub_apply, hi, sub_self]
  refine ⟨(a : n → ℂ) - (b : n → ℂ), fun h => hne (Subtype.ext (sub_eq_zero.mp h)), ?_⟩
  rw [updateRow_mulVec_eq, h0, Matrix.mulVec_sub, ha, hb, sub_zero]
  exact Function.update_eq_self j (0 : n → ℂ)
```

The nonvanishing entry follows the contradiction argument. Here `y ᵥ* S` means $y^TS$, and `⬝ᵥ` is the dot product, both without complex conjugation. The equality `hsum` reduces $y^TSv$ to its single remaining term, $y_j(Sv)_j$.

```lean
/-- Let the rank be one less than the number of orbitals, with right null vector `x` and left
null vector `y`. Then the adjugate entry `(i, j)` is nonzero whenever `x i` and `y j` are. -/
theorem adjugate_apply_ne_zero {S : Matrix n n ℂ} (hr : S.rank + 1 = Fintype.card n)
    {x y : n → ℂ} (hx : S *ᵥ x = 0) (hy : y ᵥ* S = 0) {i j : n}
    (hxi : x i ≠ 0) (hyj : y j ≠ 0) : S.adjugate i j ≠ 0 := by
  rw [Matrix.adjugate_apply]
  intro hdet
  obtain ⟨v, hv0, hv⟩ := Matrix.exists_mulVec_eq_zero_iff.mpr hdet
  rw [updateRow_mulVec_eq] at hv
  have hvi : v i = 0 := by simpa using congrFun hv j
  have hk : ∀ k, k ≠ j → (S *ᵥ v) k = 0 := by
    intro k hkj
    have h := congrFun hv k
    rw [Function.update_of_ne hkj] at h
    exact h
  -- the left null vector forces the remaining component of `S v` to vanish
  have hy0 : y ⬝ᵥ (S *ᵥ v) = 0 := by
    rw [Matrix.dotProduct_mulVec, hy, zero_dotProduct]
  have hsum : y ⬝ᵥ (S *ᵥ v) = y j * (S *ᵥ v) j := by
    unfold dotProduct
    exact Finset.sum_eq_single j (fun k _ hkj => by rw [hk k hkj, mul_zero])
      (fun h => absurd (Finset.mem_univ j) h)
  have hj : (S *ᵥ v) j = 0 := (mul_eq_zero.mp (hsum.symm.trans hy0)).resolve_left hyj
  have hSv : S *ᵥ v = 0 := by
    ext k
    by_cases h : k = j
    · rw [h]
      exact hj
    · exact hk k h
  have hx0 : x ≠ 0 := fun h => hxi (by simp [h])
  obtain ⟨c, hc⟩ := null_vector_unique hr hx0 hx hSv
  rw [hc, Pi.smul_apply, smul_eq_mul] at hvi
  have hc0 : c = 0 := (mul_eq_zero.mp hvi).resolve_right hxi
  exact hv0 (by rw [hc, hc0, zero_smul])
```

The outer product `vecMulVec x y` has entries $x_iy_j$. The facts `hcol` and `hrow` express that columns and rows of the adjugate are null vectors. Uniqueness for the rows comes from applying the earlier lemma to $S^T$, which has the same rank. The functions `b` and `a` hold the coefficients $b_j$ and $a_i$.

```lean
/-- If the rank is one less than the number of orbitals, the adjugate is a nonzero multiple of
`x yᵀ` for any nonzero right null vector `x` and nonzero left null vector `y`. -/
theorem adjugate_eq_smul_outer {S : Matrix n n ℂ} (hr : S.rank + 1 = Fintype.card n)
    {x y : n → ℂ} (hx0 : x ≠ 0) (hy0 : y ≠ 0) (hx : S *ᵥ x = 0) (hy : y ᵥ* S = 0) :
    ∃ c : ℂ, c ≠ 0 ∧ S.adjugate = c • vecMulVec x y := by
  have hdet : S.det = 0 := Matrix.exists_mulVec_eq_zero_iff.mp ⟨x, hx0, hx⟩
  have hR : S * S.adjugate = 0 := by rw [Matrix.mul_adjugate, hdet, zero_smul]
  have hL : S.adjugate * S = 0 := by rw [Matrix.adjugate_mul, hdet, zero_smul]
  -- columns of the adjugate are right null vectors, rows are left null vectors
  have hcol : ∀ j, S *ᵥ (fun i => S.adjugate i j) = 0 := fun j => by
    ext i
    exact congrFun (congrFun hR i) j
  have hrow : ∀ i, (fun j => S.adjugate i j) ᵥ* S = 0 := fun i => by
    ext j
    exact congrFun (congrFun hL i) j
  have hrT : Sᵀ.rank + 1 = Fintype.card n := by rw [Matrix.rank_transpose, hr]
  choose b hb using fun j => null_vector_unique hr hx0 hx (hcol j)
  choose a ha using fun i => null_vector_unique hrT hy0
    (by rw [Matrix.mulVec_transpose, hy]) ((Matrix.mulVec_transpose S _).trans (hrow i))
  have hb' : ∀ i j, S.adjugate i j = b j * x i := fun i j => congrFun (hb j) i
  have ha' : ∀ i j, S.adjugate i j = a i * y j := fun i j => congrFun (ha i) j
  obtain ⟨p, hp'⟩ := Function.ne_iff.mp hx0
  obtain ⟨q, hq'⟩ := Function.ne_iff.mp hy0
  have hp : x p ≠ 0 := hp'
  have hq : y q ≠ 0 := hq'
  have hadj : S.adjugate = (a p / x p) • vecMulVec x y := by
    ext i j
    have hbj : b j = a p * y j / x p := by
      rw [eq_div_iff hp]
      exact (hb' p j).symm.trans (ha' p j)
    rw [hb' i j, hbj, Matrix.smul_apply, Matrix.vecMulVec_apply, smul_eq_mul]
    ring
  refine ⟨a p / x p, fun hc => ?_, hadj⟩
  exact adjugate_apply_ne_zero hr hx hy hp hq (by rw [hadj, hc, zero_smul, Matrix.zero_apply])
```

This version works for any chosen nonzero null vectors, with an unspecified nonzero factor. The next theorem supplies the vectors from $\det S=0$ and puts the factor into `x`. It includes $n=1$, $S=0$, where the adjugate is the number $1$.

```lean
/-- If the rank is one less than the number of orbitals, the adjugate equals `x yᵀ` for
nonzero vectors with `S x = 0` and `yᵀ S = 0`. -/
theorem adjugate_eq_outer {S : Matrix n n ℂ} (hr : S.rank + 1 = Fintype.card n) :
    ∃ x y : n → ℂ, x ≠ 0 ∧ y ≠ 0 ∧ S *ᵥ x = 0 ∧ y ᵥ* S = 0 ∧
      S.adjugate = vecMulVec x y := by
  have hdet : S.det = 0 := by
    by_contra h
    have := Matrix.rank_of_isUnit S ((Matrix.isUnit_iff_isUnit_det S).mpr (Ne.isUnit h))
    omega
  obtain ⟨x, hx0, hx⟩ := Matrix.exists_mulVec_eq_zero_iff.mpr hdet
  obtain ⟨y, hy0, hy⟩ := Matrix.exists_vecMul_eq_zero_iff.mpr hdet
  obtain ⟨c, hc, hadj⟩ := adjugate_eq_smul_outer hr hx0 hy0 hx hy
  -- absorb the factor into the right null vector
  refine ⟨c • x, y, smul_ne_zero hc hx0, hy0, ?_, hy, ?_⟩
  · rw [Matrix.mulVec_smul, hx, smul_zero]
  · rw [hadj]
    ext i j
    simp only [Matrix.smul_apply, Matrix.vecMulVec_apply, Pi.smul_apply, smul_eq_mul]
    ring
```

The equivalence is stated as `S.rank + 2 ≤ Fintype.card n`, since natural-number subtraction would turn $1-2$ into $0$ and give the wrong condition for one orbital. At least one orbital is required: an empty matrix has zero adjugate, but the inequality fails. The proof excludes nullity zero through the determinant and nullity one through the outer product.

```lean
/-- For at least one orbital, the adjugate of the overlap matrix vanishes exactly when the
rank is at least two below the number of orbitals. -/
theorem adjugate_eq_zero_iff [Nonempty n] (S : Matrix n n ℂ) :
    S.adjugate = 0 ↔ S.rank + 2 ≤ Fintype.card n := by
  refine ⟨fun h => ?_, adjugate_eq_zero_of_rank⟩
  -- a vanishing adjugate makes `S` singular
  have hdet : S.det = 0 := by
    obtain ⟨i⟩ := ‹Nonempty n›
    have h1 := Matrix.mul_adjugate S
    rw [h, mul_zero] at h1
    have h2 := congrFun (congrFun h1 i) i
    simpa using h2.symm
  obtain ⟨v, hv0, hv⟩ := Matrix.exists_mulVec_eq_zero_iff.mpr hdet
  have hk := rank_add_nullity S
  have hpos : Module.finrank ℂ (LinearMap.ker S.mulVecLin) ≠ 0 := by
    intro h0
    have hmem : v ∈ LinearMap.ker S.mulVecLin := LinearMap.mem_ker.mpr hv
    rw [Submodule.finrank_eq_zero.mp h0] at hmem
    exact hv0 ((Submodule.mem_bot ℂ).mp hmem)
  by_contra hlt
  -- the only remaining case is nullity one, where the adjugate is a nonzero outer product
  obtain ⟨x, y, hx0, hy0, -, -, hadj⟩ := adjugate_eq_outer (S := S) (by omega)
  obtain ⟨p, hp⟩ := Function.ne_iff.mp hx0
  obtain ⟨q, hq⟩ := Function.ne_iff.mp hy0
  have hpq := congrFun (congrFun (hadj.symm.trans h) p) q
  rw [Matrix.vecMulVec_apply] at hpq
  exact mul_ne_zero hp hq hpq
```

In the Hermitian case, `star x` is the complex conjugate, so `star x ⬝ᵥ x = 1` is normalisation and `vecMulVec x (star x)` is the projector $xx^\dagger$. This applies to the overlap matrix of one orbital set with a single linear dependence.

```lean
/-- For a Hermitian overlap matrix of rank one less than the number of orbitals, with
normalised null vector `x`, the adjugate is its own nonzero trace times the projector `x x†`. -/
theorem adjugate_hermitian {S : Matrix n n ℂ} (hS : S.IsHermitian)
    (hr : S.rank + 1 = Fintype.card n) {x : n → ℂ} (hx : S *ᵥ x = 0)
    (hn : star x ⬝ᵥ x = 1) :
    S.adjugate.trace ≠ 0 ∧ S.adjugate = S.adjugate.trace • vecMulVec x (star x) := by
  have hx0 : x ≠ 0 := by
    intro h
    rw [h, dotProduct_zero] at hn
    exact zero_ne_one hn
  have hy : star x ᵥ* S = 0 := by
    have h := Matrix.star_mulVec S x
    rw [hx, star_zero, hS.eq] at h
    exact h.symm
  obtain ⟨c, hc, hadj⟩ := adjugate_eq_smul_outer hr hx0 (star_ne_zero.mpr hx0) hx hy
  have ht : S.adjugate.trace = c := by
    rw [hadj, Matrix.trace_smul, Matrix.trace_vecMulVec, dotProduct_comm, hn, smul_eq_mul,
      mul_one]
  rw [ht]
  exact ⟨hc, hadj⟩

end SingularOverlap
```

The step from these matrix theorems to electronic structure is the formula $\operatorname{tr}(\operatorname{adj}(S)\,h)$, which is taken here from the theory of nonorthogonal determinants. For one pair of finite determinants and a one-electron operator, it gives zero at nullity two or more and $y^Thx$ at nullity one, where the null vectors $x$ and $y$ are scaled so that $\operatorname{adj}S=xy^T$. The rank is exact throughout; deciding when a small singular value counts as zero is a separate numerical question.

```lean
#print axioms SingularOverlap.adjugate_eq_zero_iff
#print axioms SingularOverlap.adjugate_hermitian
```

```
'SingularOverlap.adjugate_eq_zero_iff' depends on axioms: [propext, Classical.choice, Quot.sound]
'SingularOverlap.adjugate_hermitian' depends on axioms: [propext, Classical.choice, Quot.sound]
```
